# The Zeeman operator \(L_z+gS_z\) commutes with \(J^2\) only if \(g=1\) or every product \(L_aS_b\) vanishes

## When can the field matrix be split by \(J\)?

Before I diagonalise the Zeeman matrix of an LS-coupled term, I want to know whether treating each \(J\) level separately is exact or neglects matrix elements between levels. For commuting angular momenta \(\mathbf L,\mathbf S\) with \(\mathbf J=\mathbf L+\mathbf S\), I believe the answer rests on

\[
[J^2,L_z+gS_z]=2i(1-g)(L_xS_y-L_yS_x),
\]

with \([A,B]=AB-BA\), \(\hbar=1\), and \(g\) the spin g-factor in units where the orbital one is 1. Can this be made rigorous and machine-checked, including the exact condition for the commutator to vanish?

## Only the term \((g-1)S_z\) can couple the levels

Yes. First, \(J^2\) commutes with \(J_z\) for any angular momentum:

\[
[J_x^2+J_y^2,J_z]=-i(J_xJ_y+J_yJ_x)+i(J_yJ_x+J_xJ_y)=0.
\]

The same holds for \(\mathbf L\) and \(\mathbf S\) separately. Since their components commute with each other, \(J^2=L^2+S^2+2\,\mathbf L\cdot\mathbf S\), and \(L^2\) and \(S^2\) commute with both \(L_z\) and \(S_z\). Write \(C=L_xS_y-L_yS_x\). What remains is

\[
\begin{aligned}
[\mathbf L\cdot\mathbf S,L_z]&=-iL_yS_x+iL_xS_y=iC,\\
[\mathbf L\cdot\mathbf S,S_z]&=-iL_xS_y+iL_yS_x=-iC.
\end{aligned}
\]

Hence the full commutator is \(2iC-2igC=2i(1-g)C\). Equivalently, \(L_z+gS_z=J_z+(g-1)S_z\), and only the second term contributes.

For \(g\ne1\), the commutator vanishes only if \(C=0\). In that case

\[
\begin{aligned}
0&=[C,L_x]=iL_zS_x,\\
0&=[L_zS_x,L_x]=iL_yS_x,\\
0&=[L_yS_x,L_z]=iL_xS_x.
\end{aligned}
\]

So \(L_aS_x=0\) for every \(a\). Commuting with \(S_y\) gives \(L_aS_z=0\), and commuting that with \(S_x\) gives \(L_aS_y=0\). Conversely, if all products vanish, so does \(C\).

Two spins one half show the mixing explicitly. With the first spin as \(\mathbf L\) and the second as \(\mathbf S\),

\[
(L_z+gS_z)\frac{|{\uparrow\downarrow}\rangle-|{\downarrow\uparrow}\rangle}{\sqrt2}
=\frac{1-g}{2}\,\frac{|{\uparrow\downarrow}\rangle+|{\downarrow\uparrow}\rangle}{\sqrt2}.
\]

The states on the left and right have \(J^2=0\) and \(J^2=2\). This is not an LS term, since an orbital angular momentum cannot be one half. Here \(g\) is the ratio of the g-factors of the two spins, and equal g-factors give no mixing.

## What the Lean theorems say

`A` is any complex algebra. A triple `Fin 3 → A` holds the \(x,y,z\) components as 0, 1, 2, and `IsAngularMomentum` postulates the commutation relations of rotation generators. The hypothesis `hc` makes every component of `L` commute with every component of `S`, as for independent degrees of freedom. `casimir` is the squared angular momentum, `crossZ` is \(C\), and `zeeman g L S` is \(L_z+gS_z\) with the field strength and magneton scaled out.

`casimir_comm_zeeman` states the formula for complex \(g\), and `zeeman_preserves_casimir_iff` the criterion. Neither needs Hermiticity or finite dimension, but domain and self-adjointness questions for unbounded operators are not treated. The Landé factor and the energies are not derived. For an LS term whose zero-field Hamiltonian commutes with \(J^2\) and whose only coupling to the field is the linear Zeeman operator, the result tells a calculation when separate \(J\) blocks are exact.

A narrower model would take irreducible spin matrices on a tensor product. Commutation of \(\mathbf L\) with \(\mathbf S\) would then be automatic, and the vanishing-product condition would become \(l=0\) or \(s=0\). The algebraic version also admits direct sums, where the products can vanish although neither triple is zero.

```lean
import Mathlib

open Matrix
open Complex (I)
open scoped Kronecker

namespace ZeemanLevelMixing

noncomputable section

variable {A : Type*} [Ring A] [Algebra ℂ A]

/-- The angular momentum commutation relations (ħ = 1) for the components
x, y, z, numbered 0, 1, 2. -/
structure IsAngularMomentum (J : Fin 3 → A) : Prop where
  xy : J 0 * J 1 - J 1 * J 0 = I • J 2
  yz : J 1 * J 2 - J 2 * J 1 = I • J 0
  zx : J 2 * J 0 - J 0 * J 2 = I • J 1

/-- The squared angular momentum `J² = Jx² + Jy² + Jz²`. -/
def casimir (J : Fin 3 → A) : A := J 0 * J 0 + J 1 * J 1 + J 2 * J 2

/-- The scalar coupling `L · S`. -/
def coupling (L S : Fin 3 → A) : A := L 0 * S 0 + L 1 * S 1 + L 2 * S 2

/-- The z component of `L × S`. -/
def crossZ (L S : Fin 3 → A) : A := L 0 * S 1 - L 1 * S 0

/-- The Zeeman operator `Lz + g Sz` for a field along z, in units of the magneton times the field
strength. -/
def zeeman (g : ℂ) (L S : Fin 3 → A) : A := L 2 + g • S 2

/-- The squared angular momentum commutes with the z component. -/
theorem casimir_comm_z {J : Fin 3 → A} (h : IsAngularMomentum J) :
    casimir J * J 2 - J 2 * casimir J = 0 := by
  have e : casimir J * J 2 - J 2 * casimir J =
      J 1 * (J 1 * J 2 - J 2 * J 1) + (J 1 * J 2 - J 2 * J 1) * J 1
      - J 0 * (J 2 * J 0 - J 0 * J 2) - (J 2 * J 0 - J 0 * J 2) * J 0 := by
    unfold casimir
    noncomm_ring
  rw [e, h.yz, h.zx]
  simp only [mul_smul_comm, smul_mul_assoc]
  abel

/-- The sum of two commuting angular momenta is an angular momentum. -/
theorem total_isAngularMomentum {L S : Fin 3 → A} (hL : IsAngularMomentum L)
    (hS : IsAngularMomentum S) (hc : ∀ a b, Commute (L a) (S b)) :
    IsAngularMomentum (L + S) := by
  -- the mixed commutators drop out
  have key : ∀ a b, (L + S) a * (L + S) b - (L + S) b * (L + S) a =
      (L a * L b - L b * L a) + (S a * S b - S b * S a) := by
    intro a b
    have h1 := (hc a b).eq
    have h2 := (hc b a).eq
    simp only [Pi.add_apply, mul_add, add_mul, ← h1, ← h2]
    abel
  constructor
  · rw [key, hL.xy, hS.xy, Pi.add_apply, smul_add]
  · rw [key, hL.yz, hS.yz, Pi.add_apply, smul_add]
  · rw [key, hL.zx, hS.zx, Pi.add_apply, smul_add]

/-- The commutators of `L · S` with `Lz` and with `Sz` are `i (L × S)z` and
`-i (L × S)z`. -/
theorem coupling_comm {L S : Fin 3 → A} (hL : IsAngularMomentum L)
    (hS : IsAngularMomentum S) (hc : ∀ a b, Commute (L a) (S b)) :
    coupling L S * L 2 - L 2 * coupling L S = I • crossZ L S ∧
    coupling L S * S 2 - S 2 * coupling L S = -(I • crossZ L S) := by
  have e1 : ∀ a, S a * L 2 - L 2 * S a = 0 := fun a => sub_eq_zero.2 (hc 2 a).eq.symm
  have e2 : ∀ a, L a * S 2 - S 2 * L a = 0 := fun a => sub_eq_zero.2 (hc a 2).eq
  constructor
  · have e : coupling L S * L 2 - L 2 * coupling L S =
        (L 1 * L 2 - L 2 * L 1) * S 1 - (L 2 * L 0 - L 0 * L 2) * S 0
        + L 0 * (S 0 * L 2 - L 2 * S 0) + L 1 * (S 1 * L 2 - L 2 * S 1)
        + L 2 * (S 2 * L 2 - L 2 * S 2) := by
      unfold coupling
      noncomm_ring
    rw [e, hL.yz, hL.zx, e1, e1, e1]
    simp only [crossZ, smul_mul_assoc, mul_zero]
    module
  · have e : coupling L S * S 2 - S 2 * coupling L S =
        L 1 * (S 1 * S 2 - S 2 * S 1) - L 0 * (S 2 * S 0 - S 0 * S 2)
        + (L 0 * S 2 - S 2 * L 0) * S 0 + (L 1 * S 2 - S 2 * L 1) * S 1
        + (L 2 * S 2 - S 2 * L 2) * S 2 := by
      unfold coupling
      noncomm_ring
    rw [e, hS.yz, hS.zx, e2, e2, e2]
    simp only [crossZ, mul_smul_comm, zero_mul]
    module

/-- The commutator of `J²` with the Zeeman operator:
`[J², Lz + g Sz] = 2i (1 - g) (Lx Sy - Ly Sx)` for `J = L + S`. -/
theorem casimir_comm_zeeman {L S : Fin 3 → A} (hL : IsAngularMomentum L)
    (hS : IsAngularMomentum S) (hc : ∀ a b, Commute (L a) (S b)) (g : ℂ) :
    casimir (L + S) * zeeman g L S - zeeman g L S * casimir (L + S) =
      (2 * I * (1 - g)) • (L 0 * S 1 - L 1 * S 0) := by
  have hJ : casimir (L + S) = casimir L + casimir S + (2 : ℂ) • coupling L S := by
    have h0 := (hc 0 0).eq
    have h1 := (hc 1 1).eq
    have h2 := (hc 2 2).eq
    simp only [casimir, coupling, Pi.add_apply, mul_add, add_mul, ← h0, ← h1, ← h2]
    module
  -- L² commutes with Sz, and S² with Lz
  have hLS : casimir L * S 2 - S 2 * casimir L = 0 := sub_eq_zero.2
    ((((hc 0 2).mul_left (hc 0 2)).add_left ((hc 1 2).mul_left (hc 1 2))).add_left
      ((hc 2 2).mul_left (hc 2 2))).eq
  have hSL : casimir S * L 2 - L 2 * casimir S = 0 := sub_eq_zero.2
    ((((hc 2 0).mul_right (hc 2 0)).add_right ((hc 2 1).mul_right (hc 2 1))).add_right
      ((hc 2 2).mul_right (hc 2 2))).eq.symm
  have e : ∀ a b d l s : A, (a + b + (2 : ℂ) • d) * (l + g • s)
      - (l + g • s) * (a + b + (2 : ℂ) • d) =
      (a * l - l * a) + (b * l - l * b) + (2 : ℂ) • (d * l - l * d)
      + g • (a * s - s * a) + g • (b * s - s * b) + (2 * g) • (d * s - s * d) := by
    intro a b d l s
    simp only [mul_add, add_mul, smul_mul_assoc, mul_smul_comm]
    module
  rw [hJ, zeeman, e, casimir_comm_z hL, casimir_comm_z hS, hLS, hSL,
    (coupling_comm hL hS hc).1, (coupling_comm hL hS hc).2]
  unfold crossZ
  module

/-- The commutator of `J²` with the Zeeman operator equals that of `J²` with the term `(g - 1) Sz`.
-/
theorem only_anomalous_part_mixes {L S : Fin 3 → A} (hL : IsAngularMomentum L)
    (hS : IsAngularMomentum S) (hc : ∀ a b, Commute (L a) (S b)) (g : ℂ) :
    casimir (L + S) * zeeman g L S - zeeman g L S * casimir (L + S) =
      casimir (L + S) * ((g - 1) • S 2) - ((g - 1) • S 2) * casimir (L + S) := by
  have hz : zeeman g L S = (L + S) 2 + (g - 1) • S 2 := by
    simp only [zeeman, Pi.add_apply]
    module
  have h0 := sub_eq_zero.1 (casimir_comm_z (total_isAngularMomentum hL hS hc))
  rw [hz, mul_add, add_mul, h0]
  abel

/-- The z component of `L × S` vanishes exactly when all products `L_a S_b` vanish. -/
theorem crossZ_eq_zero_iff {L S : Fin 3 → A} (hL : IsAngularMomentum L)
    (hS : IsAngularMomentum S) (hc : ∀ a b, Commute (L a) (S b)) :
    crossZ L S = 0 ↔ ∀ a b, L a * S b = 0 := by
  have cancel : ∀ x : A, I • x = 0 → x = 0 := fun x hx =>
    (smul_eq_zero.1 hx).resolve_left Complex.I_ne_zero
  -- commutators with components of L or S carry one vanishing product to the next
  have stepL : ∀ a c e b, L a * L c - L c * L a = I • L e → L a * S b = 0 →
      L e * S b = 0 := by
    intro a c e b h h0
    apply cancel
    rw [← smul_mul_assoc, ← h, sub_mul, mul_assoc, (hc c b).eq, ← mul_assoc, h0,
      mul_assoc, h0, zero_mul, mul_zero, sub_zero]
  have stepS : ∀ a b d e, S b * S d - S d * S b = I • S e → L a * S b = 0 →
      L a * S e = 0 := by
    intro a b d e h h0
    apply cancel
    rw [← mul_smul_comm, ← h, mul_sub, ← mul_assoc, h0, ← mul_assoc, (hc a d).eq,
      mul_assoc, h0, zero_mul, mul_zero, sub_zero]
  constructor
  · intro h
    have h20 : L 2 * S 0 = 0 := by
      apply cancel
      have e : (L 0 * L 1 - L 1 * L 0) * S 0 = crossZ L S * L 0 - L 0 * crossZ L S
          + L 0 * (L 0 * S 1 - S 1 * L 0) - L 1 * (L 0 * S 0 - S 0 * L 0) := by
        unfold crossZ
        noncomm_ring
      rw [← smul_mul_assoc, ← hL.xy, e, h, (hc 0 1).eq, (hc 0 0).eq]
      simp
    have hx : ∀ a, L a * S 0 = 0 := by
      have h10 := stepL 2 0 1 0 hL.zx h20
      have h00 := stepL 1 2 0 0 hL.yz h10
      intro a
      fin_cases a
      exacts [h00, h10, h20]
    intro a b
    have hz := stepS a 0 1 2 hS.xy (hx a)
    have hy := stepS a 2 0 1 hS.zx hz
    fin_cases b
    exacts [hx a, hy, hz]
  · intro h
    rw [crossZ, h, h, sub_zero]

/-- The Zeeman operator commutes with `J²` exactly when `g = 1` or all products
`L_a S_b` vanish. -/
theorem zeeman_preserves_casimir_iff {L S : Fin 3 → A} (hL : IsAngularMomentum L)
    (hS : IsAngularMomentum S) (hc : ∀ a b, Commute (L a) (S b)) (g : ℂ) :
    Commute (casimir (L + S)) (zeeman g L S) ↔ g = 1 ∨ ∀ a b, L a * S b = 0 := by
  have hg : 2 * I * (1 - g) = 0 ↔ g = 1 := by
    constructor
    · intro h
      have h2 : 1 - g = 0 := (mul_eq_zero.1 h).resolve_left (by simp)
      linear_combination -h2
    · intro h
      rw [h]
      ring
  rw [commute_iff_eq, ← sub_eq_zero, casimir_comm_zeeman hL hS hc, smul_eq_zero, hg,
    ← crossZ_eq_zero_iff hL hS hc, crossZ]

/-- The spin one half matrices, half the Pauli matrices. -/
def spinHalf : Fin 3 → Matrix (Fin 2) (Fin 2) ℂ :=
  ![!![0, 1 / 2; 1 / 2, 0], !![0, -(I / 2); I / 2, 0], !![1 / 2, 0; 0, -(1 / 2)]]

/-- Spin one half acting on the first of two particles. -/
def first (a : Fin 3) : Matrix (Fin 2 × Fin 2) (Fin 2 × Fin 2) ℂ := spinHalf a ⊗ₖ 1

/-- Spin one half acting on the second of two particles. -/
def second (a : Fin 3) : Matrix (Fin 2 × Fin 2) (Fin 2 × Fin 2) ℂ := 1 ⊗ₖ spinHalf a

/-- Two spins one half are commuting angular momenta with a nonzero product of their
z components. -/
theorem two_spins_witness : IsAngularMomentum first ∧ IsAngularMomentum second ∧
    (∀ a b, Commute (first a) (second b)) ∧ first 2 * second 2 ≠ 0 := by
  have hp : IsAngularMomentum spinHalf := by
    constructor <;> ext i j <;> fin_cases i <;> fin_cases j <;>
      simp [spinHalf] <;> ring_nf <;>
      simp [Complex.I_sq] <;> ring_nf
  have h1 : ∀ a b c, spinHalf a * spinHalf b - spinHalf b * spinHalf a = I • spinHalf c →
      first a * first b - first b * first a = I • first c := by
    intro a b c h
    simp only [first, ← Matrix.mul_kronecker_mul, one_mul, ← Matrix.smul_kronecker, ← h]
    ext i j
    simp only [Matrix.sub_apply, Matrix.kroneckerMap_apply]
    ring
  have h2 : ∀ a b c, spinHalf a * spinHalf b - spinHalf b * spinHalf a = I • spinHalf c →
      second a * second b - second b * second a = I • second c := by
    intro a b c h
    simp only [second, ← Matrix.mul_kronecker_mul, one_mul, ← Matrix.kronecker_smul, ← h]
    ext i j
    simp only [Matrix.sub_apply, Matrix.kroneckerMap_apply]
    ring
  refine ⟨⟨h1 _ _ _ hp.xy, h1 _ _ _ hp.yz, h1 _ _ _ hp.zx⟩,
    ⟨h2 _ _ _ hp.xy, h2 _ _ _ hp.yz, h2 _ _ _ hp.zx⟩, ?_, ?_⟩
  · intro a b
    rw [commute_iff_eq]
    simp only [first, second, ← Matrix.mul_kronecker_mul, one_mul, mul_one]
  · intro h
    simp only [first, second, ← Matrix.mul_kronecker_mul, one_mul, mul_one] at h
    have h00 := congrFun (congrFun h (0, 0)) (0, 0)
    simp [spinHalf, Matrix.kroneckerMap_apply] at h00

/-- The unnormalised singlet, up-down minus down-up. -/
def singlet (p : Fin 2 × Fin 2) : ℂ := !![0, 1; -1, 0] p.1 p.2

/-- The unnormalised triplet state up-down plus down-up. -/
def triplet (p : Fin 2 × Fin 2) : ℂ := !![0, 1; 1, 0] p.1 p.2

/-- For two spins one half, the singlet has `J² = 0`, the triplet state has `J² = 2`, and
the Zeeman operator sends the singlet to `(1 - g)/2` times the triplet state. -/
theorem zeeman_singlet_to_triplet (g : ℂ) :
    casimir (first + second) *ᵥ singlet = 0 ∧
    casimir (first + second) *ᵥ triplet = (2 : ℂ) • triplet ∧
    zeeman g first second *ᵥ singlet = ((1 - g) / 2) • triplet := by
  -- compare the four components of each vector
  refine ⟨?_, ?_, ?_⟩
  all_goals
    simp only [casimir, zeeman, Matrix.add_mulVec]
    ext ⟨i, j⟩
    fin_cases i <;> fin_cases j <;>
      simp [first, second, spinHalf, singlet, triplet, Matrix.mulVec, dotProduct,
        Fintype.sum_prod_type, Fin.sum_univ_two, Matrix.kroneckerMap_apply,
        Matrix.one_apply, Matrix.mul_apply] <;>
      (try ring_nf) <;> (try simp [Complex.I_sq]) <;> (try ring_nf)

end

end ZeemanLevelMixing
```

```lean
#print axioms ZeemanLevelMixing.only_anomalous_part_mixes
-- 'ZeemanLevelMixing.only_anomalous_part_mixes' depends on axioms: [propext, Classical.choice, Quot.sound]
#print axioms ZeemanLevelMixing.zeeman_preserves_casimir_iff
-- 'ZeemanLevelMixing.zeeman_preserves_casimir_iff' depends on axioms: [propext, Classical.choice, Quot.sound]
#print axioms ZeemanLevelMixing.zeeman_singlet_to_triplet
-- 'ZeemanLevelMixing.zeeman_singlet_to_triplet' depends on axioms: [propext, Classical.choice, Quot.sound]
```

## How the proof follows the algebra

`casimir_comm_z` proves \([J^2,J_z]=0\), and `coupling_comm` gives the two commutators of \(\mathbf L\cdot\mathbf S\). In both, `noncomm_ring` checks a regrouping into elementary commutators, which are then replaced by the hypotheses. `casimir_comm_zeeman` expands \(J^2\), removes the vanishing terms and collects coefficients with `module`.

`total_isAngularMomentum` shows that \(\mathbf L+\mathbf S\) is again an angular momentum, which `only_anomalous_part_mixes` uses to remove \(J_z\). In `crossZ_eq_zero_iff`, `stepL` and `stepS` carry a vanishing product from one component to the next, and `cancel` removes the factor \(i\). The criterion follows because a scalar multiple vanishes only if the scalar or the element does.

`two_spins_witness` verifies the hypotheses for the Kronecker products and finds a nonzero entry of \(L_zS_z\). `zeeman_singlet_to_triplet` compares the four components of each vector. Its states are unnormalised, but they have equal norms, so the coefficient \((1-g)/2\) is also the normalised matrix element.
